# Each nonzero Poisson ratio fixes one hinge angle in a honeycomb whose vertical struts are the longer ones

Take a flat honeycomb of rigid struts joined by free hinges and pull it sideways. If its cells are ordinary convex hexagons, it becomes shorter in the vertical direction. If the inclined struts point into the cell, so that the cell is re-entrant, the honeycomb grows taller as it grows wider, and its Poisson ratio is negative. How large can this ratio be, and does its value tell us the shape of the cell?

Let the vertical struts have length $h$ and the inclined ones length $l$. Let $t$ be the angle between an inclined strut and the horizontal, with $|t|<\pi/2$, positive for the convex cell and negative for the re-entrant one. We assume that all cells deform alike, that the vertical struts stay vertical, and that all inclined struts keep a common angle $t$ to the horizontal. This excludes shear and leaves $t$ as the only degree of freedom. The problems below derive the Poisson ratio, its sign and its range for this mechanism. In a simulation of a honeycomb framework, the formula can serve as a reference value for this symmetric deformation in the limit of rigid struts and free hinges.

## The cell and its strains

```lean
import Mathlib

open scoped Real

namespace HingedHoneycomb

noncomputable section
```

The half-width of the cell is the horizontal projection of one inclined strut, $X(t)=l\cos t$.

```lean
/-- Half-width of the honeycomb cell with inclined struts of length `l` at hinge angle `t`. -/
def width (l t : ℝ) : ℝ := l * Real.cos t
```

In the vertical direction we use the distance between neighbouring rows of cells, which is one vertical strut plus the vertical projection of an inclined one, $Y(t)=h+l\sin t$. Neighbouring rows interlock, so for the convex cell this differs from the height $h+2l\sin t$ of a single hexagon; the height of a honeycomb with many rows grows in proportion to $Y$. Below, "height" means this row spacing. Both lengths are entered as definitions; they are read off the geometry and not derived from a network of hinges.

```lean
/-- Vertical distance between neighbouring rows of cells, with vertical struts of length `h` and
inclined struts of length `l` at hinge angle `t`. -/
def height (h l t : ℝ) : ℝ := h + l * Real.sin t
```

When the angle changes by $dt$, a length $L$ undergoes the strain $dL/L=(L'/L)\,dt$. The strain rate is therefore $L'/L$, and in Lean `deriv` is the true derivative with respect to the angle.

```lean
/-- Strain per unit change of the hinge angle: the relative rate of change of a length `L`. -/
def strainRate (L : ℝ → ℝ) (t : ℝ) : ℝ := deriv L t / L t
```

A number $\nu$ is a Poisson ratio at $t$ if
$$\frac{Y'}{Y}=-\nu\,\frac{X'}{X}.$$
This is the incremental ratio for pulling along the horizontal, since the common factor $dt$ cancels. `IsPoissonRatio` states it as a relation, without dividing by $X'/X$, which vanishes at $t=0$.

```lean
/-- `ν` is a Poisson ratio at angle `t` if the strain of `Y` is `-ν` times the strain of `X`. -/
def IsPoissonRatio (X Y : ℝ → ℝ) (t ν : ℝ) : Prop :=
  strainRate Y t = -ν * strainRate X t
```

## (a) Strain rate of the width

**Task.** For $l\neq0$, show that $X'/X=-\tan t$.

**Solution.** Since $X'=-l\sin t$,
$$\frac{X'}{X}=\frac{-l\sin t}{l\cos t}=-\tan t.$$
The Lean proof establishes the derivative as `hd` and then cancels $l$. Its statement admits every real $t$; where $\cos t=0$, both sides are zero by Lean's convention for division, but the later parts stay within $|t|<\pi/2$.

```lean
variable {h l t ν : ℝ}

/-- The strain rate of the cell width is `-tan t`. -/
theorem strainRate_width (hl : l ≠ 0) (t : ℝ) : strainRate (width l) t = -Real.tan t := by
  have hd : HasDerivAt (width l) (-(l * Real.sin t)) t :=
    ((Real.hasDerivAt_cos t).const_mul l).congr_deriv (by ring)
  rw [strainRate, hd.deriv, width, Real.tan_eq_sin_div_cos, neg_div, mul_div_mul_left _ _ hl]
```

## (b) Strain rate of the height

**Task.** Find $Y'/Y$.

**Solution.** The constant $h$ drops out of the derivative, so $Y'=l\cos t$ and
$$\frac{Y'}{Y}=\frac{l\cos t}{h+l\sin t}.$$

```lean
/-- The strain rate of the row spacing `height h l` is `l cos t / (h + l sin t)`. -/
theorem strainRate_height (h l t : ℝ) :
    strainRate (height h l) t = l * Real.cos t / (h + l * Real.sin t) := by
  have hd : HasDerivAt (height h l) (l * Real.cos t) t :=
    ((Real.hasDerivAt_sin t).const_mul l).const_add h
  rw [strainRate, hd.deriv, height]
```

## (c) Positive cosine

**Task.** Show that $\cos t>0$ for $|t|<\pi/2$.

**Solution.** The condition says $-\pi/2<t<\pi/2$, and the cosine is positive on this open interval. The cell therefore has positive width whenever $l>0$.

```lean
private theorem cos_pos' (ht : |t| < π / 2) : 0 < Real.cos t :=
  Real.cos_pos_of_mem_Ioo ⟨(abs_lt.1 ht).1, (abs_lt.1 ht).2⟩
```

## (d) Positive height

**Task.** Let $0<l\le h$ and $|t|<\pi/2$. Show that $h+l\sin t>0$.

**Solution.** By part (c), $\sin^2t=1-\cos^2t<1$, so $\sin t>-1$. Then
$$h+l\sin t\ \ge\ l+l\sin t=l(1+\sin t)>0.$$
The two `nlinarith` calls carry out these two steps.

```lean
/-- If `0 < l ≤ h`, the row spacing `h + l sin t` is positive at every hinge angle between `-π/2`
and `π/2`. -/
theorem height_pos (hl : 0 < l) (hlh : l ≤ h) (ht : |t| < π / 2) :
    0 < h + l * Real.sin t := by
  have hs : -1 < Real.sin t := by
    nlinarith [Real.sin_sq_add_cos_sq t, pow_pos (cos_pos' ht) 2]
  nlinarith [mul_pos hl (by linarith : 0 < 1 + Real.sin t)]
```

## (e) The balance without denominators

**Task.** Under the same conditions, show that $\nu$ is a Poisson ratio at $t$ if and only if
$$\nu\,\sin t\,(h+l\sin t)=l\cos^2t.$$

**Solution.** Insert parts (a) and (b) into the definition:
$$\frac{l\cos t}{h+l\sin t}=\nu\,\frac{\sin t}{\cos t}.$$
Both denominators are positive by parts (c) and (d), so multiplying by them gives an equivalent equation, which is the balance. In Lean this is the rewrite with `div_eq_div_iff`.

At $t=0$ the balance reads $0=l$, which is false. The configuration in which the inclined struts lie horizontal therefore has no Poisson ratio: its width is stationary while its height still changes.

```lean
/-- The Poisson ratio condition with the denominators cleared. -/
theorem isPoissonRatio_iff_balance (hl : 0 < l) (hlh : l ≤ h) (ht : |t| < π / 2) :
    IsPoissonRatio (width l) (height h l) t ν ↔
      ν * (Real.sin t * (h + l * Real.sin t)) = l * Real.cos t ^ 2 := by
  have hc := (cos_pos' ht).ne'
  have hY := (height_pos hl hlh ht).ne'
  have e : -ν * -(Real.sin t / Real.cos t) = ν * Real.sin t / Real.cos t := by ring
  rw [IsPoissonRatio, strainRate_width hl.ne', strainRate_height,
    Real.tan_eq_sin_div_cos, e, div_eq_div_iff hY hc]
  constructor <;> intro H <;> linear_combination -H
```

## (f) The Poisson ratio as a function of the angle

**Task.** Let $0<l\le h$ and $0<|t|<\pi/2$. Show that the Poisson ratio exists, is unique, and equals
$$\nu=\frac{l\cos^2t}{\sin t\,(h+l\sin t)}.$$

**Solution.** In this range $\sin t$ vanishes only at $t=0$, which is excluded, and $h+l\sin t$ is positive. The factor multiplying $\nu$ in the balance is therefore nonzero, and we may divide by it. The "if and only if" in the Lean statement covers both halves of the task: the given value satisfies the definition, and no other value does.

```lean
/-- For `0 < l ≤ h` and `0 < |t| < π/2`, the honeycomb has exactly one Poisson ratio, namely `l cos²
t / (sin t (h + l sin t))`. -/
theorem isPoissonRatio_iff (hl : 0 < l) (hlh : l ≤ h) (h0 : t ≠ 0) (ht : |t| < π / 2) :
    IsPoissonRatio (width l) (height h l) t ν ↔
      ν = l * Real.cos t ^ 2 / (Real.sin t * (h + l * Real.sin t)) := by
  have hb := abs_lt.1 ht
  have hs : Real.sin t ≠ 0 := fun H => h0 <|
    (Real.sin_eq_zero_iff_of_lt_of_lt (by linarith [Real.pi_pos])
      (by linarith [Real.pi_pos])).1 H
  rw [isPoissonRatio_iff_balance hl hlh ht,
    eq_div_iff (mul_ne_zero hs (height_pos hl hlh ht).ne')]
```

## (g) The sign of the ratio

**Task.** Let $0<l\le h$ and $|t|<\pi/2$, and let $\nu$ be a Poisson ratio at $t$. Show that $\nu<0$ if and only if $t<0$.

**Solution.** The right side of the balance, $l\cos^2t$, is positive. Hence $\nu\sin t\,(h+l\sin t)>0$, and because the height is positive, $\nu$ and $\sin t$ have the same sign. For $|t|<\pi/2$ the sign of $\sin t$ is the sign of $t$.

Lean treats the two directions separately, each by contradiction. If $\nu<0$ and $t\ge0$, the left side of the balance would be at most zero, and the same happens if $t<0$ and $\nu\ge0$. The case $t=0$ needs no separate exclusion, because the hypothesis `hν` already fails there.

```lean
/-- The Poisson ratio is negative exactly when the hinge angle is negative. -/
theorem poissonRatio_neg_iff (hl : 0 < l) (hlh : l ≤ h) (ht : |t| < π / 2)
    (hν : IsPoissonRatio (width l) (height h l) t ν) : ν < 0 ↔ t < 0 := by
  have hb := abs_lt.1 ht
  have hY := height_pos hl hlh ht
  have e := (isPoissonRatio_iff_balance hl hlh ht).1 hν
  have hp : 0 < l * Real.cos t ^ 2 := mul_pos hl (pow_pos (cos_pos' ht) 2)
  constructor
  · intro hn
    by_contra H
    have hs := Real.sin_nonneg_of_nonneg_of_le_pi (not_lt.1 H) (by linarith [Real.pi_pos])
    linarith [mul_nonneg (neg_nonneg.2 hn.le) (mul_nonneg hs hY.le)]
  · intro hn
    by_contra H
    have hs := Real.sin_neg_of_neg_of_neg_pi_lt hn (by linarith [Real.pi_pos])
    linarith [mul_nonneg (not_lt.1 H) (mul_nonneg (neg_nonneg.2 hs.le) hY.le)]
```

## (h) A root for every nonzero ratio

**Task.** Let $0<l<h$ and $\nu\ne0$. Show that some $s$ with $-1<s<1$ satisfies
$$\nu\,s\,(h+ls)=l(1-s^2).$$

**Solution.** This is the balance with $s=\sin t$. Let $f(s)=l(1-s^2)-\nu s(h+ls)$, a continuous function with $f(0)=l>0$.

- If $\nu<0$, then $f(-1)=\nu(h-l)<0$, so $f$ has a zero between $-1$ and $0$.
- If $\nu>0$, then $f(1)=-\nu(h+l)<0$, so $f$ has a zero between $0$ and $1$.

The condition $l<h$ enters in the first case. Geometrically, it keeps the row spacing away from zero as the re-entrant cell folds towards $t=-\pi/2$. For $h=l$ the formula of part (f) reduces to $\nu=1/\sin t-1$, which is below $-2$ for every re-entrant cell, so the values from $-2$ up to $0$ are missed.

The two calls to the intermediate value theorem in Lean correspond to the two cases.

```lean
private theorem exists_root (hl : 0 < l) (hlh : l < h) (hν : ν ≠ 0) :
    ∃ s : ℝ, -1 < s ∧ s < 1 ∧ ν * (s * (h + l * s)) = l * (1 - s ^ 2) := by
  obtain ⟨f, hf⟩ : ∃ f : ℝ → ℝ, ∀ s, f s = l * (1 - s ^ 2) - ν * (s * (h + l * s)) :=
    ⟨_, fun _ => rfl⟩
  have hc : Continuous f := by
    rw [funext hf]
    fun_prop
  have f0 : 0 < f 0 := by
    rw [hf]
    linarith
  rcases lt_or_gt_of_ne hν with hn | hp
  · have f1 : f (-1) < 0 := by
      rw [hf]
      nlinarith [mul_pos (neg_pos.2 hn) (sub_pos.2 hlh)]
    obtain ⟨s, hs, e⟩ := intermediate_value_Ioo (by norm_num : (-1 : ℝ) ≤ 0)
      hc.continuousOn ⟨f1, f0⟩
    rw [hf] at e
    exact ⟨s, hs.1, by linarith [hs.2], by linarith⟩
  · have f1 : f 1 < 0 := by
      rw [hf]
      nlinarith [mul_pos hp (by linarith : 0 < h + l)]
    obtain ⟨s, hs, e⟩ := intermediate_value_Ioo' (by norm_num : (0 : ℝ) ≤ 1)
      hc.continuousOn ⟨f1, f0⟩
    rw [hf] at e
    exact ⟨s, by linarith [hs.1], hs.2, by linarith⟩
```

## (i) Only one root

**Task.** Under the same conditions on $h$, $l$ and $\nu$, show that the equation of part (h) has at most one solution with $s^2\le1$.

**Solution.** Suppose $s\neq r$ are two such solutions, and put $a=l(1+\nu)$. The equation for $s$ is
$$a s^2+\nu h s-l=0,$$
and likewise for $r$. Subtracting the two and dividing by $s-r$ gives
$$a(s+r)=-\nu h.$$
Multiplying this by $s$ and comparing with the equation for $s$ gives
$$a\,s\,r=-l.$$
Now use $(1-s^2)(1-r^2)=(1+sr)^2-(s+r)^2$:
$$a^2(1-s^2)(1-r^2)=(a+asr)^2-\bigl(a(s+r)\bigr)^2=(a-l)^2-\nu^2h^2.$$
Since $a-l=\nu l$, the right side is $-\nu^2(h^2-l^2)$, which is negative. The left side is a product of nonnegative factors, which is a contradiction.

The argument never divides by $a$, so it includes $\nu=-1$, where the quadratic becomes linear. In Lean, `h1` and `h2` are the relations for the sum and the product, `h3` is the final identity, and `h4` and `h5` supply the conflicting signs.

```lean
private theorem root_unique {s r : ℝ} (hl : 0 < l) (hlh : l < h) (hν : ν ≠ 0)
    (hs : s ^ 2 ≤ 1) (hr : r ^ 2 ≤ 1)
    (es : ν * (s * (h + l * s)) = l * (1 - s ^ 2))
    (er : ν * (r * (h + l * r)) = l * (1 - r ^ 2)) : s = r := by
  by_contra hne
  -- sum and product of two distinct roots
  have h1 : l * (1 + ν) * (s + r) + ν * h = 0 :=
    mul_left_cancel₀ (sub_ne_zero.2 hne) (by linear_combination es - er)
  have h2 : l * (1 + ν) * s * r = -l := by linear_combination s * h1 - es
  have h3 : (l * (1 + ν)) ^ 2 * (1 - s ^ 2) * (1 - r ^ 2) = -(ν ^ 2 * (h ^ 2 - l ^ 2)) := by
    linear_combination (2 * (l * (1 + ν)) + l * (1 + ν) * s * r - l) * h2
      - (l * (1 + ν) * (s + r) - ν * h) * h1
  have h4 : 0 ≤ (l * (1 + ν)) ^ 2 * (1 - s ^ 2) * (1 - r ^ 2) :=
    mul_nonneg (mul_nonneg (sq_nonneg _) (sub_nonneg.2 hs)) (sub_nonneg.2 hr)
  have h5 : 0 < ν ^ 2 * (h ^ 2 - l ^ 2) := mul_pos (by positivity) (by nlinarith)
  rw [h3] at h4
  linarith
```

## (j) One angle for each ratio

**Task.** Let $0<l<h$ and $\nu\neq0$. Show that exactly one angle $t$ with $|t|<\pi/2$ has Poisson ratio $\nu$.

**Solution.** Take the root $s$ from part (h) and set $t=\arcsin s$. Since $-1<s<1$, we have $|t|<\pi/2$. With $\sin t=s$ and $\cos^2t=1-s^2$, the equation for $s$ is the balance of part (e), so $\nu$ is the Poisson ratio at $t$.

If $u$ is another angle in the range with the same ratio, then $\sin u$ solves the same equation, and part (i) gives $\sin u=s=\sin t$. Sine is injective between $-\pi/2$ and $\pi/2$, hence $u=t$. The symbol `∃!` in Lean expresses existence together with uniqueness.

The struts here are lines without thickness, and nothing forbids them to cross. When $h<2l$, the two inward corners of a re-entrant cell meet at $\sin t=-h/(2l)$, so a real honeycomb stops there and cannot reach the ratios that belong to more negative angles.

```lean
/-- If `0 < l < h`, every nonzero Poisson ratio is realised by the honeycomb at exactly one hinge
angle between `-π/2` and `π/2`. -/
theorem existsUnique_angle (hl : 0 < l) (hlh : l < h) (hν : ν ≠ 0) :
    ∃! t : ℝ, |t| < π / 2 ∧ IsPoissonRatio (width l) (height h l) t ν := by
  obtain ⟨s, hs1, hs2, e⟩ := exists_root hl hlh hν
  have ht : |Real.arcsin s| < π / 2 :=
    abs_lt.2 ⟨Real.neg_pi_div_two_lt_arcsin.2 hs1, Real.arcsin_lt_pi_div_two.2 hs2⟩
  have hsin := Real.sin_arcsin hs1.le hs2.le
  refine ⟨Real.arcsin s, ⟨ht, ?_⟩, ?_⟩
  · rw [isPoissonRatio_iff_balance hl hlh.le ht, Real.cos_sq', hsin]
    exact e
  · rintro u ⟨hu, hP⟩
    rw [isPoissonRatio_iff_balance hl hlh.le hu, Real.cos_sq'] at hP
    have hus : Real.sin u = s :=
      root_unique hl hlh hν (Real.sin_sq_le_one u) (by nlinarith) hP e
    -- sine is injective on the range of hinge angles
    exact Real.injOn_sin ⟨(abs_lt.1 hu).1.le, (abs_lt.1 hu).2.le⟩
      ⟨(abs_lt.1 ht).1.le, (abs_lt.1 ht).2.le⟩ (hus.trans hsin.symm)
```

## (k) No bound in either direction

**Task.** Let $0<l<h$ and let $M$ be any real number. Show that the Poisson ratio exceeds $M$ at some angle in $(0,\pi/2)$ and lies below $-M$ at some angle in $(-\pi/2,0)$.

**Solution.** The number $|M|+1$ is positive and larger than $M$. By part (j) it is the ratio at some angle $t$. By part (g) this angle is not negative, and by the balance it is not zero, so $t>0$. Likewise $-(|M|+1)$ is less than $-M$, and it is the ratio at some angle, which is negative by part (g).

The formula of part (f) shows where the large values lie. As $t$ approaches zero, the width becomes stationary while the height keeps changing, and $\nu$ diverges with the sign of $t$.

```lean
/-- The Poisson ratio exceeds any bound `M` at some positive hinge angle and lies below `-M`
at some negative one. -/
theorem poissonRatio_unbounded (hl : 0 < l) (hlh : l < h) (M : ℝ) :
    (∃ t ∈ Set.Ioo 0 (π / 2), ∃ ν > M, IsPoissonRatio (width l) (height h l) t ν) ∧
    (∃ t ∈ Set.Ioo (-(π / 2)) 0, ∃ ν < -M, IsPoissonRatio (width l) (height h l) t ν) := by
  have hM := le_abs_self M
  have hp : 0 < |M| + 1 := by positivity
  constructor
  · obtain ⟨t, ⟨ht, hP⟩, -⟩ := existsUnique_angle hl hlh hp.ne'
    have h0 : t ≠ 0 := by
      rintro rfl
      rw [isPoissonRatio_iff_balance hl hlh.le ht] at hP
      simp at hP
      exact hl.ne' (by linarith)
    have hn : ¬ t < 0 := fun H =>
      absurd ((poissonRatio_neg_iff hl hlh.le ht hP).2 H) (not_lt.2 hp.le)
    exact ⟨t, ⟨lt_of_le_of_ne (not_lt.1 hn) h0.symm, (abs_lt.1 ht).2⟩,
      |M| + 1, by linarith, hP⟩
  · obtain ⟨t, ⟨ht, hP⟩, -⟩ := existsUnique_angle hl hlh (neg_ne_zero.2 hp.ne')
    exact ⟨t, ⟨(abs_lt.1 ht).1,
      (poissonRatio_neg_iff hl hlh.le ht hP).1 (neg_lt_zero.2 hp)⟩,
      -(|M| + 1), by linarith, hP⟩
```

## (l) The regular hexagon

**Task.** Show that the honeycomb with $h=l>0$ and $t=\pi/6$ has Poisson ratio $1$.

**Solution.** Here $\sin t=\tfrac12$ and $\cos^2t=\tfrac34$. With $\nu=1$ the left side of the balance is
$$\tfrac12\left(l+\tfrac12l\right)=\tfrac34\,l,$$
which equals the right side, $l\cos^2t$. Part (e) applies because it allows $h=l$. A ratio of $1$ means that the two strains cancel, so the area of the cell is unchanged to first order.

```lean
/-- The regular hexagonal honeycomb, with equal struts and hinge angle `π/6`, has
Poisson ratio one. -/
theorem regular_hexagon (hl : 0 < l) :
    IsPoissonRatio (width l) (height l l) (π / 6) 1 := by
  have ht : |π / 6| < π / 2 := by
    rw [abs_of_pos (by positivity)]
    linarith [Real.pi_pos]
  rw [isPoissonRatio_iff_balance hl le_rfl ht, Real.cos_sq', Real.sin_pi_div_six]
  ring

end

end HingedHoneycomb
```

```lean
#print axioms HingedHoneycomb.isPoissonRatio_iff
#print axioms HingedHoneycomb.poissonRatio_unbounded
#print axioms HingedHoneycomb.regular_hexagon
```

```
'HingedHoneycomb.isPoissonRatio_iff' depends on axioms: [propext, Classical.choice, Quot.sound]
'HingedHoneycomb.poissonRatio_unbounded' depends on axioms: [propext, Classical.choice, Quot.sound]
'HingedHoneycomb.regular_hexagon' depends on axioms: [propext, Classical.choice, Quot.sound]
```
